# The slope of Re Tr(FD) along an orbital rotation at fixed Fock matrix

For finite complex matrices F, D and K, the theorem concerns the energy expression Re Tr(F e^{tK} D e^{−tK}), in which the density matrix D is rotated while the Fock matrix F stays fixed. It states that the derivative at any real t is Re Tr(F e^{tK} [K, D] e^{−tK}), with [K, D] = KD − DK. F and D need not be Hermitian, nor D idempotent, and K need not be anti-Hermitian, so e^{tK} need not be unitary. The proof differentiates the two exponentials, combines them by the product rule, and then applies the real-linear functional that takes M to Re Tr(FM).

As first written in Lean, the proof fails:

```lean
import Mathlib

open Matrix

namespace HasDerivAtEnergy

noncomputable section

variable {n : Type*} [Fintype n] [DecidableEq n]

/-- The density matrix `D` after the orbital rotation `exp (tK)`. -/
def rotated (D K : Matrix n n ℂ) (t : ℝ) : Matrix n n ℂ :=
  NormedSpace.exp (t • K) * D * NormedSpace.exp (-(t • K))

/-- The real part of the trace of the Fock matrix `F` with the rotated density. -/
def energy (F D K : Matrix n n ℂ) (t : ℝ) : ℝ := (trace (F * rotated D K t)).re

open scoped Matrix.Norms.Operator in
/-- The slope of the energy along a rotation is the energy expression with the density
replaced by its commutator with the generator. -/
theorem hasDerivAt_energy (F D K : Matrix n n ℂ) (t : ℝ) :
    HasDerivAt (energy F D K) (energy F (K * D - D * K) K t) t := by
  have hU : HasDerivAt (fun s : ℝ => NormedSpace.exp (s • K))
      (NormedSpace.exp (t • K) * K) t := hasDerivAt_exp_smul_const (𝕂 := ℝ) K t
  have hV : HasDerivAt (fun s : ℝ => NormedSpace.exp (-(s • K)))
      (-K * NormedSpace.exp (-(t • K))) t := by
    simpa only [smul_neg] using hasDerivAt_exp_smul_const' (𝕂 := ℝ) (-K) t
  have hR : HasDerivAt (rotated D K) (rotated (K * D - D * K) K t) t := by
    refine ((hU.mul_const D).fun_mul hV).congr_deriv ?_
    simp only [rotated]
    noncomm_ring
  -- the trace with `F` is a linear functional of the density
  let L : Matrix n n ℂ →ₗ[ℝ] ℝ :=
    { toFun := fun M => (trace (F * M)).re
      map_add' := by intro A B; simp [Matrix.mul_add]
      map_smul' := by intro c A; simp }
  exact L.toContinuousLinearMap.hasFDerivAt.comp_hasDerivAt t hR

end

end HasDerivAtEnergy
```

The compiler's answer:

```
Main.lean:27:4: error: Type mismatch: After simplification, term
  hasDerivAt_exp_smul_const' (-K) t
 has type
  @HasDerivAt ℝ DenselyNormedField.toNontriviallyNormedField (Matrix n n ℂ) Matrix.linftyOpNormedRing.toAddCommGroup
    (NormedAlgebra.toNormedSpace (Matrix n n ℂ)).toModule PseudoMetricSpace.toUniformSpace.toTopologicalSpace ⋯
    (fun u => NormedSpace.exp (-(u • K))) (-K * NormedSpace.exp (-(t • K))) t
but is expected to have type
  @HasDerivAt ℝ DenselyNormedField.toNontriviallyNormedField (Matrix n n ℂ) addCommGroup module
    instTopologicalSpaceMatrix ⋯ (fun s => NormedSpace.exp (-(s • K))) (-K * NormedSpace.exp (-(t • K))) t
```

What went wrong. The error is in `hV`, the derivative of the right-hand exponential. After simplification the two types in the message have the same function, up to the name of the bound variable, and the same derivative. They differ in the structures on the matrix space: the lemma's type gets its additive group, module and topology from the normed structure, through `Matrix.linftyOpNormedRing` and the like, while the goal has the matrix instances `addCommGroup`, `module` and `instTopologicalSpaceMatrix`. These agree by definition, but seeing it takes unfolding that the final comparison in `simpa` does not do.

The repair keeps the lemma and the rewrite with `smul_neg`, which turns `u • -K` into `-(u • K)`, but applies the rewrite to `h` and closes the goal with `exact h`. `exact` may unfold more definitions when it compares the types, and so accepts the two sets of instances as equal.

The docstring change is mere tidying: it writes out the commutator, and so fixes its sign.

Fix (accepted with no message):

```diff
@@ -17,6 +17,6 @@
 
 open scoped Matrix.Norms.Operator in
-/-- The slope of the energy along a rotation is the energy expression with the density
-replaced by its commutator with the generator. -/
+/-- The slope of the energy along a rotation is the energy expression with the density replaced by
+the commutator `K * D - D * K`. -/
 theorem hasDerivAt_energy (F D K : Matrix n n ℂ) (t : ℝ) :
     HasDerivAt (energy F D K) (energy F (K * D - D * K) K t) t := by
@@ -25,5 +25,7 @@
   have hV : HasDerivAt (fun s : ℝ => NormedSpace.exp (-(s • K)))
       (-K * NormedSpace.exp (-(t • K))) t := by
-    simpa only [smul_neg] using hasDerivAt_exp_smul_const' (𝕂 := ℝ) (-K) t
+    have h := hasDerivAt_exp_smul_const' (𝕂 := ℝ) (-K) t
+    simp only [smul_neg] at h
+    exact h
   have hR : HasDerivAt (rotated D K) (rotated (K * D - D * K) K t) t := by
     refine ((hU.mul_const D).fun_mul hV).congr_deriv ?_
```
